# With N distinct zeros L_j off its poles, an N-pole dielectric function has numerator e∏(u − L_j)

The model is a dielectric function of the squared frequency u, ε(u) = e + ∑ S_j/(T_j − u), with a constant background e and finitely many undamped phonon poles, over an arbitrary field. `defect_eq_zero` supposes that L_1, …, L_N are distinct zeros of ε, none of them at a pole, and states that the numerator of ε over the common denominator ∏(u − T_j) is e∏(u − L_j), as an identity of polynomials. The difference of the two numerators is called `defect`, and the claim is that it is the zero polynomial. The proof notes that this difference has degree below N and tries to show that it vanishes at each of the N distinct points L_i.

Lean 4 with Mathlib refuses this proof:

```lean
import Mathlib

open Polynomial Lagrange

namespace DefectEqZero

noncomputable section

variable {K : Type*} [Field K] {N : ℕ}

/-- Dielectric function of `N` phonon poles at squared frequency `u`, with background `e`,
strengths `S j` and squared transverse frequencies `T j`; its domain is `u` different from
every `T j`. -/
def eps (e : K) (S T : Fin N → K) (u : K) : K := e + ∑ j, S j / (T j - u)

/-- The `L j` are `N` distinct squared frequencies, none of them at a pole, at which the
dielectric function vanishes. -/
def LongitudinalModes (e : K) (S T L : Fin N → K) : Prop :=
  Function.Injective L ∧ ∀ j, (∀ k, L j ≠ T k) ∧ eps e S T (L j) = 0

/-- The numerator of the pole model minus the numerator `e ∏ (u - L j)` of the product form,
as a polynomial in the squared frequency. -/
def defect (e : K) (S T L : Fin N → K) : K[X] :=
  e • (nodal Finset.univ T - nodal Finset.univ L)
    - ∑ j, S j • nodal (Finset.univ.erase j) T

/-- The defect polynomial of `N` poles has degree below `N`. -/
theorem defect_degree (e : K) (S T L : Fin N → K) : (defect e S T L).degree < N := by
  -- the two monic products of degree N cancel at leading order
  have h1 : nodal Finset.univ T - nodal Finset.univ L ∈ degreeLT K N := by
    rw [mem_degreeLT]
    have h := Polynomial.degree_sub_lt_left (p := nodal Finset.univ T) (q := nodal Finset.univ L)
      (by rw [degree_nodal, degree_nodal]) nodal_monic.ne_zero
      (by rw [nodal_monic.leadingCoeff, nodal_monic.leadingCoeff])
    rw [degree_nodal, Finset.card_univ, Fintype.card_fin] at h
    exact h
  have h2 : ∀ j : Fin N, nodal (Finset.univ.erase j) T ∈ degreeLT K N := by
    intro j
    have hj := j.isLt
    have hN : N - 1 < N := by omega
    rw [mem_degreeLT, degree_nodal, Finset.card_erase_of_mem (Finset.mem_univ j),
      Finset.card_univ, Fintype.card_fin]
    exact_mod_cast hN
  rw [← mem_degreeLT]
  exact Submodule.sub_mem _ (Submodule.smul_mem _ _ h1)
    (Submodule.sum_mem _ fun j _ => Submodule.smul_mem _ _ (h2 j))

/-- Away from the poles, the defect is the dielectric function times `∏ (u - T j)`, minus
`e ∏ (u - L j)`. -/
theorem defect_off_poles (e : K) (S T L : Fin N → K) {u : K} (hu : ∀ j, u ≠ T j) :
    (defect e S T L).eval u = eps e S T u * ∏ j, (u - T j) - e * ∏ j, (u - L j) := by
  have hs : (∑ j, S j / (T j - u)) * ∏ j, (u - T j)
      = -∑ j, S j * ∏ k ∈ Finset.univ.erase j, (u - T k) := by
    rw [Finset.sum_mul, ← Finset.sum_neg_distrib]
    refine Finset.sum_congr rfl fun j _ => ?_
    have hj : T j - u ≠ 0 := sub_ne_zero.mpr (hu j).symm
    rw [← Finset.mul_prod_erase Finset.univ (fun k => u - T k) (Finset.mem_univ j)]
    -- each pole cancels its own factor
    have hc : S j / (T j - u) * (T j - u) = S j := div_mul_cancel₀ _ hj
    linear_combination (-∏ k ∈ Finset.univ.erase j, (u - T k)) * hc
  simp only [defect, eval_sub, eval_smul, eval_finsetSum, eval_nodal, smul_eq_mul]
  rw [eps, add_mul, hs]
  ring

/-- If the `L j` are `N` distinct zeros of the dielectric function, none of them at a pole, the
defect polynomial vanishes identically. -/
theorem defect_eq_zero {e : K} {S T L : Fin N → K} (h : LongitudinalModes e S T L) :
    defect e S T L = 0 := by
  -- degree below N, but N distinct roots
  refine Polynomial.eq_zero_of_degree_lt_of_eval_index_eq_zero (v := L) Finset.univ
    h.1.injOn ?_ fun i _ => ?_
  · rw [Finset.card_univ, Fintype.card_fin]
    exact defect_degree e S T L
  · rw [defect_off_poles e S T L (h.2 i).1, (h.2 i).2,
      Finset.prod_eq_zero (Finset.mem_univ i) (sub_self (L i))]
    ring

end

end DefectEqZero
```

The compiler's answer:

```
Main.lean:75:46: error: Application type mismatch: The argument
  sub_self (L i)
has type
  L i - L i = 0
but is expected to have type
  L i - T i = 0
in the application
  Finset.prod_eq_zero (Finset.mem_univ i) (sub_self (L i))
```

At u = L_i, after the first two rewrites, the goal contains two products, ∏(L_i − T_j) and ∏(L_i − L_j). Only the second has a factor that is zero for certain, the one with j = i, and that is the one the proof means to replace by 0.

`Finset.prod_eq_zero` works for any family of factors, and inside `rw` nothing says which family is meant. The argument `sub_self (L i)` doesn't settle it, since `L i - L i = 0` speaks of a single factor and leaves the others open. Lean therefore took the family from the goal and matched the product over the T_j. The factor at i then had to satisfy `L i - T i = 0`, which `sub_self (L i)` does not prove, and this is the mismatch reported.

The repair first states `h0`, that `∏ k, (L i - L k)` is 0. This fixes the family before the lemma is applied, so `sub_self` fits, and `rw` with `h0` can only replace the intended product. Writing `sub_self _` for `sub_self (L i)` is mere tidying.

As a diff, the version that Lean accepts:

```diff
@@ -72,6 +72,7 @@
   · rw [Finset.card_univ, Fintype.card_fin]
     exact defect_degree e S T L
-  · rw [defect_off_poles e S T L (h.2 i).1, (h.2 i).2,
-      Finset.prod_eq_zero (Finset.mem_univ i) (sub_self (L i))]
+  · have h0 : ∏ k, (L i - L k) = 0 :=
+      Finset.prod_eq_zero (Finset.mem_univ i) (sub_self _)
+    rw [defect_off_poles e S T L (h.2 i).1, (h.2 i).2, h0]
     ring
 
```
